# When field reversal changes the diagonal thermopower of two planar valleys

Let two valleys, $k=1,2$, carry current in parallel in a plane with a perpendicular magnetic field $B$. Valley $k$ has a scalar thermopower $\alpha_k$ and a Hall coefficient $h_k$, both independent of the field, and a symmetric, positive definite zero-field resistivity with off-diagonal entry $b_k$. The field adds $h_kB$ to the $xy$ entry of this resistivity, subtracts it from the $yx$ entry and leaves the diagonal entries unchanged. The $xx$ entry of the total thermopower tensor $S$ then satisfies

$$S_{xx}(B)-S_{xx}(-B)=\frac{2B(\alpha_1-\alpha_2)(h_1b_2-h_2b_1)}{D(B)},$$

where $D(B)>0$ is the determinant of the sum of the two valley resistivities. The diagonal entries of the total resistivity, in contrast, are always even in $B$.

A change of the diagonal thermopower on field reversal is called the Umkehr effect. The formula gives it for this planar model, not for the three-dimensional Fermi surface of a real semimetal.

## Two valleys in parallel

Write the resistivity tensor of valley $k$ as

$$\rho_k(B)=\begin{pmatrix}a_k & b_k+h_kB\\ b_k-h_kB & d_k\end{pmatrix},\qquad a_k>0,\quad b_k^2<a_kd_k .$$

This is the Drude form for carriers with an anisotropic mass. With $\mathbf E=\rho\,\mathbf j$ and $B$ along $+z$, carriers of density $n$ and charge $q$ have $h=-1/(nq)$, so $h$ is positive for electrons. The Hall coefficient is taken here from the $xy$ entry of the resistivity; the common definition from the $yx$ entry, which gives $1/(nq)$, has the opposite sign.

The conductivity is $s_k=\rho_k^{-1}$, and a temperature gradient drives the valley current $\mathbf j_k=s_k(\mathbf E-\alpha_k\nabla T)$. A scalar, field-independent $\alpha_k$ is a postulate. It stands for a valley whose mass tensor and relaxation time don't depend on energy, so that carriers of every energy contribute in proportion to the same tensor.

With no net current, $\mathbf j_1+\mathbf j_2=0$, the field is $\mathbf E=S\nabla T$ with

$$S=(s_1+s_2)^{-1}(\alpha_1s_1+\alpha_2s_2).$$

## Why the diagonal resistivity is even

Reversing $B$ exchanges the off-diagonal entries of $\rho_k$, so $\rho_k(-B)=\rho_k(B)^T$. Inversion and addition respect transposition. The total conductivity and its inverse are therefore also transposed by field reversal, and transposition leaves diagonal entries alone.

The thermopower escapes this argument because it is a product of two tensors. Transposition reverses their order:

$$S(-B)=\bigl[(\alpha_1s_1+\alpha_2s_2)(s_1+s_2)^{-1}\bigr]^T,$$

with the right-hand side taken at $B$. The trace does not depend on the order of the factors, so $\operatorname{tr}S$ is even in $B$. Any change of $S_{xx}$ is thus compensated by an opposite change of $S_{yy}$.

## The change of the thermopower

First, $D=\det(\rho_1+\rho_2)$ is

$$D=(a_1+a_2)(d_1+d_2)-(b_1+b_2)^2+(h_1+h_2)^2B^2 .$$

To see that it is positive, expand the first two terms. They contain $a_kd_k-b_k^2>0$ for each valley and the mixed part $m=a_1d_2+a_2d_1-2b_1b_2$. Since $a_kd_k>b_k^2$,

$$a_1a_2\,m=a_1^2a_2d_2+a_2^2a_1d_1-2a_1a_2b_1b_2>(a_1b_2-a_2b_1)^2\ge0 .$$

Next, $s_1(\rho_1+\rho_2)s_2=s_2+s_1$, and therefore

$$(s_1+s_2)^{-1}=\rho_2(\rho_1+\rho_2)^{-1}\rho_1 .$$

Writing $\alpha_1s_1+\alpha_2s_2=\alpha_2(s_1+s_2)+(\alpha_1-\alpha_2)s_1$ gives

$$S=\alpha_2+(\alpha_1-\alpha_2)\,\rho_2(\rho_1+\rho_2)^{-1}.$$

The first column of $(\rho_1+\rho_2)^{-1}$ is $D^{-1}\bigl(d_1+d_2,\;-(b_1+b_2)+(h_1+h_2)B\bigr)^T$. Multiplying it by the first row of $\rho_2$ yields

$$S_{xx}=\alpha_2+(\alpha_1-\alpha_2)\frac{a_2(d_1+d_2)-(b_2+h_2B)\bigl(b_1+b_2-(h_1+h_2)B\bigr)}{D}.$$

The denominator is even in $B$. The part of the numerator linear in $B$ is

$$\bigl[b_2(h_1+h_2)-h_2(b_1+b_2)\bigr]B=(h_1b_2-h_2b_1)B,$$

and subtracting the value at $-B$ doubles it. This is the formula at the start. It vanishes exactly when $B=0$, $\alpha_1=\alpha_2$ or $h_1b_2=h_2b_1$. The last condition holds, for example, when both valleys have their principal axes along $x$ and $y$.

## An example with tilted valleys

In dimensionless units take $a_k=d_k=2$, $b_1=1$, $b_2=-1$, $h_k=1$, $\alpha_1=1$ and $\alpha_2=0$. Then $D=16+4B^2$ and

$$S_{xx}(B)=\frac{8-2B+2B^2}{16+4B^2}=\frac{4-B+B^2}{8+2B^2}.$$

At $B=2$ this is $3/8$, and at $B=-2$ it is $5/8$. By the sign convention above, $h_k=1$ means electrons, whose thermopower is negative when mass and relaxation time don't depend on energy. Lowering both $\alpha_k$ by 2 gives such a pair, $-1$ and $-2$. It lowers $S_{xx}$ by 2 in both field directions and leaves the difference as it is. The zero-field resistivities are mirror images of each other, but the valleys themselves are not, since their thermopowers differ.

For this two-valley semiclassical model, the formula offers a check on a magnetotransport code. It also shows that averaging $S_{xx}$ over both field directions can remove a genuine part of the signal.

## The statement in Lean

A `Valley` stores $a,b,d,h,\alpha$ as `xx`, `xy`, `yy`, `hall` and `seebeck`, together with the two inequalities that express positive definiteness. Every theorem about `v w : Valley` therefore assumes them. Here `v` is valley 1 and `w` is valley 2, `seriesDet v w B` is $D(B)$, and the matrix indices `0` and `1` stand for $x$ and $y$.

The formula for the change is `umkehr`, and `no_umkehr_iff` gives the three cases without a change. The even quantities are treated in `diagonal_resistivity_even` and `trace_thermopower_even`. The example is `mirror_valleys`, which also states that its $S_{xx}$ is unchanged only at $B=0$.

The parallel connection and the expression for $S$ enter as definitions; they are not derived from a Boltzmann equation. Scattering between valleys, phonon drag and energy-dependent relaxation are absent from the model.

```lean
import Mathlib

open Matrix

namespace UmkehrEffect

noncomputable section

/-- A valley of a planar conductor: a symmetric, positive definite zero-field resistivity
with entries `xx`, `xy`, `yy`, a Hall coefficient and a scalar thermopower. -/
structure Valley where
  xx : ℝ
  xy : ℝ
  yy : ℝ
  hall : ℝ
  seebeck : ℝ
  xx_pos : 0 < xx
  det_pos : xy ^ 2 < xx * yy

/-- The resistivity tensor of a valley in the perpendicular magnetic field `B`. -/
def Valley.resistivity (v : Valley) (B : ℝ) : Matrix (Fin 2) (Fin 2) ℝ :=
  !![v.xx, v.xy + v.hall * B; v.xy - v.hall * B, v.yy]

/-- The conductivity tensor of a valley, the inverse of its resistivity tensor. -/
def Valley.conductivity (v : Valley) (B : ℝ) : Matrix (Fin 2) (Fin 2) ℝ :=
  (v.resistivity B)⁻¹

/-- The conductivity of two valleys that carry current in parallel. -/
def totalConductivity (v w : Valley) (B : ℝ) : Matrix (Fin 2) (Fin 2) ℝ :=
  v.conductivity B + w.conductivity B

/-- The thermopower tensor of two valleys: the average of their thermopowers, weighted
with the conductivity tensors. -/
def thermopower (v w : Valley) (B : ℝ) : Matrix (Fin 2) (Fin 2) ℝ :=
  (totalConductivity v w B)⁻¹ *
    (v.seebeck • v.conductivity B + w.seebeck • w.conductivity B)

/-- The determinant of the sum of two valley resistivities, written out in their entries. -/
def seriesDet (v w : Valley) (B : ℝ) : ℝ :=
  (v.xx + w.xx) * (v.yy + w.yy) - (v.xy + w.xy) ^ 2 + ((v.hall + w.hall) * B) ^ 2

/-- The resistivity tensor of a valley has positive determinant in every field. -/
theorem resistivity_det_pos (v : Valley) (B : ℝ) : 0 < (v.resistivity B).det := by
  rw [Valley.resistivity, Matrix.det_fin_two_of]
  nlinarith [v.det_pos, sq_nonneg (v.hall * B)]

/-- The sum of two valley resistivities has determinant `seriesDet`, which is positive. -/
theorem det_add_resistivity (v w : Valley) (B : ℝ) :
    (v.resistivity B + w.resistivity B).det = seriesDet v w B ∧ 0 < seriesDet v w B := by
  constructor
  · rw [Matrix.det_fin_two]
    simp only [Valley.resistivity, seriesDet, Matrix.add_apply, Matrix.of_apply,
      Matrix.cons_val', Matrix.cons_val_zero, Matrix.cons_val_one, Matrix.cons_val_fin_one]
    ring
  · -- the mixed part of the determinant is positive, as both valleys are positive definite
    have hm : 0 < (v.xx * w.xx) * (v.xx * w.yy + w.xx * v.yy - 2 * v.xy * w.xy) := by
      nlinarith [mul_pos (pow_pos v.xx_pos 2) (sub_pos.mpr w.det_pos),
        mul_pos (pow_pos w.xx_pos 2) (sub_pos.mpr v.det_pos),
        sq_nonneg (v.xx * w.xy - w.xx * v.xy)]
    have hx := (mul_pos_iff_of_pos_left (mul_pos v.xx_pos w.xx_pos)).mp hm
    unfold seriesDet
    nlinarith [v.det_pos, w.det_pos, sq_nonneg ((v.hall + w.hall) * B)]

/-- Onsager reciprocity: reversing the field transposes the conductivity of a valley. -/
theorem onsager (v : Valley) (B : ℝ) : v.conductivity (-B) = (v.conductivity B)ᵀ := by
  have h : v.resistivity (-B) = (v.resistivity B)ᵀ := by
    ext i j
    fin_cases i <;> fin_cases j <;> simp [Valley.resistivity]
    ring
  rw [Valley.conductivity, Valley.conductivity, Matrix.transpose_nonsing_inv, h]

/-- The diagonal entries of the total resistivity are even in the magnetic field. -/
theorem diagonal_resistivity_even (v w : Valley) (B : ℝ) (i : Fin 2) :
    (totalConductivity v w (-B))⁻¹ i i = (totalConductivity v w B)⁻¹ i i := by
  have hT : totalConductivity v w (-B) = (totalConductivity v w B)ᵀ := by
    rw [totalConductivity, totalConductivity, onsager, onsager, Matrix.transpose_add]
  rw [hT, ← Matrix.transpose_nonsing_inv, Matrix.transpose_apply]

/-- The total conductivity of two valleys with resistivities `ρ₁`, `ρ₂` is invertible, with
inverse `ρ₂ (ρ₁ + ρ₂)⁻¹ ρ₁`. -/
theorem parallel_resistivity (v w : Valley) (B : ℝ) :
    totalConductivity v w B *
      (w.resistivity B * (v.resistivity B + w.resistivity B)⁻¹ * v.resistivity B) = 1 := by
  have hv : v.conductivity B * v.resistivity B = 1 :=
    Matrix.nonsing_inv_mul _ (isUnit_iff_ne_zero.mpr (resistivity_det_pos v B).ne')
  have hw : w.conductivity B * w.resistivity B = 1 :=
    Matrix.nonsing_inv_mul _ (isUnit_iff_ne_zero.mpr (resistivity_det_pos w B).ne')
  have hw' : w.resistivity B * w.conductivity B = 1 := mul_eq_one_comm.mp hw
  obtain ⟨hd, hp⟩ := det_add_resistivity v w B
  have hM := Matrix.mul_nonsing_inv (v.resistivity B + w.resistivity B)
    (isUnit_iff_ne_zero.mpr (by rw [hd]; exact hp.ne'))
  -- the sum of the inverses factorises through the sum of the resistivities
  have key : totalConductivity v w B =
      v.conductivity B * (v.resistivity B + w.resistivity B) * w.conductivity B := by
    rw [mul_add, hv, add_mul, one_mul, mul_assoc, hw', mul_one, totalConductivity, add_comm]
  calc _ = v.conductivity B * ((v.resistivity B + w.resistivity B) *
        (w.conductivity B * w.resistivity B) *
        (v.resistivity B + w.resistivity B)⁻¹) * v.resistivity B := by
        rw [key]; simp only [mul_assoc]
    _ = 1 := by rw [hw, mul_one, hM, mul_one, hv]

/-- The `xx` entry of the thermopower of two valleys in closed form. -/
theorem thermopower_xx (v w : Valley) (B : ℝ) :
    thermopower v w B 0 0 = w.seebeck + (v.seebeck - w.seebeck) *
      ((w.xx * (v.yy + w.yy) - (w.xy + w.hall * B) *
        (v.xy + w.xy - (v.hall + w.hall) * B)) / seriesDet v w B) := by
  have hp := parallel_resistivity v w B
  have hinv := Matrix.inv_eq_right_inv hp
  have hT : (totalConductivity v w B)⁻¹ * totalConductivity v w B = 1 := by
    rw [hinv]; exact mul_eq_one_comm.mp hp
  have hv : v.resistivity B * v.conductivity B = 1 :=
    Matrix.mul_nonsing_inv _ (isUnit_iff_ne_zero.mpr (resistivity_det_pos v B).ne')
  -- split off the part of the thermopower that both valleys share
  have hs : v.seebeck • v.conductivity B + w.seebeck • w.conductivity B =
      w.seebeck • totalConductivity v w B +
        (v.seebeck - w.seebeck) • v.conductivity B := by
    rw [totalConductivity]; module
  have hx : (w.resistivity B * (v.resistivity B + w.resistivity B)⁻¹) 0 0 =
      (w.xx * (v.yy + w.yy) - (w.xy + w.hall * B) *
        (v.xy + w.xy - (v.hall + w.hall) * B)) / seriesDet v w B := by
    rw [Matrix.inv_def, Ring.inverse_eq_inv', (det_add_resistivity v w B).1,
      Matrix.adjugate_fin_two]
    simp [Valley.resistivity, Matrix.mul_apply, Fin.sum_univ_two]
    ring
  rw [thermopower, hs, mul_add, Matrix.mul_smul, Matrix.mul_smul, hT, hinv,
    Matrix.mul_assoc, hv, mul_one, Matrix.add_apply, Matrix.smul_apply, Matrix.smul_apply,
    Matrix.one_apply_eq, hx, smul_eq_mul, smul_eq_mul, mul_one]

/-- Umkehr effect: the `xx` thermopower of two valleys in the magnetic field `B`, minus its value in
the reversed field `-B`, in closed form. -/
theorem umkehr (v w : Valley) (B : ℝ) :
    thermopower v w B 0 0 - thermopower v w (-B) 0 0 =
      2 * B * (v.seebeck - w.seebeck) * (v.hall * w.xy - w.hall * v.xy) /
        seriesDet v w B := by
  have he : seriesDet v w (-B) = seriesDet v w B := by unfold seriesDet; ring
  rw [thermopower_xx, thermopower_xx, he]
  ring

/-- The `xx` thermopower is unchanged by field reversal exactly when the field vanishes, the
valleys have equal thermopowers, or their off-diagonal resistivities are in the proportion
of their Hall coefficients, in the sense `h₁ b₂ = h₂ b₁`. -/
theorem no_umkehr_iff (v w : Valley) (B : ℝ) :
    thermopower v w B 0 0 = thermopower v w (-B) 0 0 ↔
      B = 0 ∨ v.seebeck = w.seebeck ∨ v.hall * w.xy = w.hall * v.xy := by
  refine sub_eq_zero.symm.trans ?_
  rw [umkehr, div_eq_zero_iff]
  simp [(det_add_resistivity v w B).2.ne', sub_eq_zero, or_assoc]

/-- The trace of the thermopower tensor of two valleys is even in the magnetic field. -/
theorem trace_thermopower_even (v w : Valley) (B : ℝ) :
    (thermopower v w (-B)).trace = (thermopower v w B).trace := by
  have hT : totalConductivity v w (-B) = (totalConductivity v w B)ᵀ := by
    rw [totalConductivity, totalConductivity, onsager, onsager, Matrix.transpose_add]
  -- field reversal transposes the tensor and exchanges its two factors
  have hS : thermopower v w (-B) =
      ((v.seebeck • v.conductivity B + w.seebeck • w.conductivity B) *
        (totalConductivity v w B)⁻¹)ᵀ := by
    rw [thermopower, hT, onsager v, onsager w, Matrix.transpose_mul,
      Matrix.transpose_nonsing_inv, Matrix.transpose_add, Matrix.transpose_smul,
      Matrix.transpose_smul]
  rw [hS, Matrix.trace_transpose, Matrix.trace_mul_comm, thermopower]

/-- A valley with zero-field resistivity `[[2, 1], [1, 2]]`, Hall coefficient 1 and
thermopower 1. -/
def valleyOne : Valley := ⟨2, 1, 2, 1, 1, by norm_num, by norm_num⟩

/-- A valley with zero-field resistivity `[[2, -1], [-1, 2]]`, Hall coefficient 1 and
thermopower 0. -/
def valleyTwo : Valley := ⟨2, -1, 2, 1, 0, by norm_num, by norm_num⟩

/-- For `valleyOne` and `valleyTwo` the `xx` thermopower is `(4 - B + B²) / (8 + 2B²)`, and it is
unchanged by field reversal only at `B = 0`. -/
theorem mirror_valleys (B : ℝ) :
    thermopower valleyOne valleyTwo B 0 0 = (4 - B + B ^ 2) / (8 + 2 * B ^ 2) ∧
      (thermopower valleyOne valleyTwo B 0 0 = thermopower valleyOne valleyTwo (-B) 0 0 ↔
        B = 0) := by
  constructor
  · have hD : seriesDet valleyOne valleyTwo B = 2 * (8 + 2 * B ^ 2) := by
      simp only [seriesDet, valleyOne, valleyTwo]; ring
    have h0 : (8 + 2 * B ^ 2 : ℝ) ≠ 0 := by positivity
    rw [thermopower_xx, hD]
    simp only [valleyOne, valleyTwo]
    rw [eq_div_iff h0]
    field_simp
    ring
  · rw [no_umkehr_iff]
    norm_num [valleyOne, valleyTwo]

end

end UmkehrEffect
```

```lean
#print axioms UmkehrEffect.diagonal_resistivity_even
#print axioms UmkehrEffect.trace_thermopower_even
#print axioms UmkehrEffect.mirror_valleys
```

```
'UmkehrEffect.diagonal_resistivity_even' depends on axioms: [propext, Classical.choice, Quot.sound]
'UmkehrEffect.trace_thermopower_even' depends on axioms: [propext, Classical.choice, Quot.sound]
'UmkehrEffect.mirror_valleys' depends on axioms: [propext, Classical.choice, Quot.sound]
```

## From positivity to the closed formula

`resistivity_det_pos` shows that each $\rho_k$ is invertible. `det_add_resistivity` computes $D$ and proves it positive. Its intermediate claim `hm` is the inequality for $a_1a_2m$ above, and `nlinarith` receives the square $(a_1b_2-a_2b_1)^2$ as a hint.

`onsager` compares the entries of $\rho_k(-B)$ and $\rho_k(B)^T$, then passes to the inverses with `Matrix.transpose_nonsing_inv`. `diagonal_resistivity_even` applies the same step to the sum of the conductivities.

In `parallel_resistivity`, the equation `key` is the factorisation $s_1+s_2=s_1(\rho_1+\rho_2)s_2$. The `calc` block multiplies it by $\rho_2(\rho_1+\rho_2)^{-1}\rho_1$ and cancels adjacent inverses until the identity matrix remains.

`thermopower_xx` splits off $\alpha_2$ times the total conductivity in `hs` and evaluates the $xx$ entry of $\rho_2(\rho_1+\rho_2)^{-1}$ in `hx`, using the adjugate formula for a $2\times2$ inverse. After that, `umkehr` needs only the evenness of $D$ and `ring`. `no_umkehr_iff` sets the resulting fraction to zero and uses $D\neq0$ to reduce it to its numerator.

`trace_thermopower_even` writes $S(-B)$ as the transposed product in reversed order, and `Matrix.trace_mul_comm` restores the order under the trace. `mirror_valleys` inserts the numbers into the general results.

## A closer look at `Matrix.inv_eq_right_inv`

The definition of `thermopower` contains the inverse of a sum of inverses. Expanding it entry by entry would produce nested fractions. The lemma `Matrix.inv_eq_right_inv` avoids this: for square matrices over a commutative ring, it turns `M * N = 1` into `M⁻¹ = N`.

Here `M` is the total conductivity and `N` is the product $\rho_2(\rho_1+\rho_2)^{-1}\rho_1$. The hypothesis is exactly `parallel_resistivity`, so the determinant of the total conductivity is never computed. This step also gives the definition its physical meaning, since Mathlib assigns the zero matrix as the inverse of a singular matrix.

## More than two valleys

The trace argument works for any finite number of valleys, in two or three dimensions. Suppose that field reversal transposes every $s_k$, that each $\alpha_k$ is a field-independent scalar, and that $\sigma=\sum_k s_k$ is invertible. Then

$$\operatorname{tr}S(-B)=\operatorname{tr}\Bigl[\Bigl(\sum_k\alpha_ks_k\Bigr)\sigma^{-1}\Bigr]=\operatorname{tr}S(B),$$

where the middle expression is taken at $B$. This extension rests on the short argument just given, while the Lean theorem treats two planar valleys.
